# The inverse of \(1-A\) is full when nonnegative hopping \(A\) links all sites and has row sums below one

A linear-scaling calculation that needs the inverse of a sparse matrix can discard the small entries of that inverse, so that it is stored in sparse form too. For the matrices treated here, with nonnegative hopping that links all sites and row sums below one, every discarded entry is nonzero: the sparsity comes from the threshold and not from the inverse.

An example is the Green's function of non-interacting electrons on finitely many sites, \(G(E)=(E-H)^{-1}=E^{-1}(1-A)^{-1}\) with \(A=H/E\). The "hopping matrix" \(A\) is thus dimensionless, and it may have diagonal entries. Three conditions are used:

- `hA`: all entries of \(A\) are nonnegative.
- `hrow` and `hq`: every row sum is at most \(q\), and \(q<1\). For the Green's function this, together with `hA`, places \(E\) outside the spectrum of \(H\).
- `hlink`, used only from part (g) on: every pair of sites is linked.

These conditions restrict both the energy and the Hamiltonian: \(|E|\) must exceed every row sum of \(|H_{ij}|\), and the nonzero matrix elements of \(H\) must all have the sign of \(E\). With mixed signs or complex phases, contributions from different chains of hops can cancel.

In the code, `n` is the finite set of sites, not a number.

```lean
import Mathlib

open Filter Topology

namespace SparseMatrixFullInverse

variable {n : Type*} [Fintype n] [DecidableEq n] {A : Matrix n n ℝ} {q : ℝ}
```

Site \(i\) is linked to \(j\) if \((A^k)_{ij}>0\) for some \(k\ge 0\). For nonnegative \(A\) this means that a chain of \(k\) hops leads from \(i\) to \(j\). Since \(A^0=1\), each site is linked to itself. A nonnegative matrix that links all pairs is called irreducible (for a single site with \(A=0\) conventions differ).

```lean
/-- Sites `i` and `j` are linked by the hopping matrix `A` if some power of `A` has a
positive entry `(i, j)`. -/
def Linked (A : Matrix n n ℝ) (i j : n) : Prop := ∃ k : ℕ, 0 < (A ^ k) i j
```

## (a) No null vector

Show that \(1-A\) is invertible:
\[
\det(1-A)\neq 0 .
\]

**Solution.** If the determinant vanished, there would be a vector \(v\ne0\) with \(v_i=\sum_j A_{ij}v_j\) for all \(i\). Choose \(i\) so that \(|v_i|\) is largest; then \(|v_i|>0\) and
\[
|v_i|\le\sum_j A_{ij}|v_j|\le|v_i|\sum_j A_{ij}\le q|v_i|<|v_i|,
\]
a contradiction. In the code, `hfix` is the null-vector equation, and the `calc` block `hle` is this chain up to \(q|v_i|\). `IsUnit` means invertible.

```lean
/-- If the hopping matrix has nonnegative entries and row sums at most `q < 1`, then
`1 - A` is invertible. -/
theorem isUnit_one_sub (hA : ∀ i j, 0 ≤ A i j) (hrow : ∀ i, ∑ j, A i j ≤ q)
    (hq : q < 1) : IsUnit (1 - A) := by
  rw [Matrix.isUnit_iff_isUnit_det, isUnit_iff_ne_zero]
  intro hdet
  obtain ⟨v, hv, hAv⟩ := Matrix.exists_mulVec_eq_zero_iff.mpr hdet
  obtain ⟨m, hm⟩ := Function.ne_iff.mp hv
  -- look at the largest component of a null vector
  obtain ⟨i, -, hi⟩ := Finset.exists_max_image Finset.univ (fun j => |v j|)
    ⟨m, Finset.mem_univ m⟩
  have hfix : v i = ∑ j, A i j * v j := by
    have h := congrFun hAv i
    rw [Matrix.sub_mulVec, Matrix.one_mulVec] at h
    have h' : v i - ∑ j, A i j * v j = 0 := h
    linarith
  have hm' : 0 < |v m| := abs_pos.mpr hm
  have hpos : 0 < |v i| := lt_of_lt_of_le hm' (hi m (Finset.mem_univ m))
  have hle : |v i| ≤ q * |v i| := calc
    |v i| = |∑ j, A i j * v j| := congrArg abs hfix
    _ ≤ ∑ j, |A i j * v j| := Finset.abs_sum_le_sum_abs _ _
    _ ≤ ∑ j, A i j * |v i| := Finset.sum_le_sum fun j _ => by
        rw [abs_mul, abs_of_nonneg (hA i j)]
        exact mul_le_mul_of_nonneg_left (hi j (Finset.mem_univ j)) (hA i j)
    _ = (∑ j, A i j) * |v i| := (Finset.sum_mul _ _ _).symm
    _ ≤ q * |v i| := mul_le_mul_of_nonneg_right (hrow i) (abs_nonneg _)
  nlinarith
```

## (b) Signs of the powers

Show that for all \(k\ge0\)
\[
(A^k)_{ij}\ge 0 .
\]

**Solution.** For \(k=0\) the entries are 0 or 1. If the claim holds for \(k\), then \((A^{k+1})_{ij}=\sum_l (A^k)_{il}A_{lj}\) is a sum of nonnegative products. The Lean proof is the same induction.

```lean
/-- All powers of a hopping matrix with nonnegative entries have nonnegative entries. -/
theorem pow_entry_nonneg (hA : ∀ i j, 0 ≤ A i j) (k : ℕ) (i j : n) :
    0 ≤ (A ^ k) i j := by
  induction k generalizing j with
  | zero =>
    rw [pow_zero, Matrix.one_apply]
    split_ifs <;> norm_num
  | succ k ih =>
    rw [pow_succ, Matrix.mul_apply]
    exact Finset.sum_nonneg fun l _ => mul_nonneg (ih l) (hA l j)
```

## (c) Row sums of the powers

Show that
\[
\sum_j (A^k)_{ij}\le q^k .
\]

**Solution.** A row sum of \(A\) is nonnegative and at most \(q\), so \(q\ge0\). For \(k=0\) both sides equal 1. For the step, exchange the sums:
\[
\sum_j (A^{k+1})_{ij}=\sum_l (A^k)_{il}\sum_j A_{lj}\le q\sum_l (A^k)_{il}\le q^{k+1}.
\]
The first inequality uses part (b), the second \(q\ge0\). `Finset.sum_comm` performs the exchange.

```lean
/-- If the entries of `A` are nonnegative and its row sums are at most `q`, then the row
sums of `A ^ k` are at most `q ^ k`. -/
theorem pow_row_sum_le (hA : ∀ i j, 0 ≤ A i j) (hrow : ∀ i, ∑ j, A i j ≤ q)
    (k : ℕ) (i : n) : ∑ j, (A ^ k) i j ≤ q ^ k := by
  have hq0 : 0 ≤ q := (Finset.sum_nonneg fun j _ => hA i j).trans (hrow i)
  induction k with
  | zero => simp [Matrix.one_apply]
  | succ k ih =>
    calc ∑ j, (A ^ (k + 1)) i j = ∑ j, ∑ l, (A ^ k) i l * A l j := by
          simp only [pow_succ, Matrix.mul_apply]
      _ = ∑ l, (A ^ k) i l * ∑ j, A l j := by
          rw [Finset.sum_comm]
          simp only [Finset.mul_sum]
      _ ≤ ∑ l, (A ^ k) i l * q := Finset.sum_le_sum fun l _ =>
          mul_le_mul_of_nonneg_left (hrow l) (pow_entry_nonneg hA k i l)
      _ = (∑ l, (A ^ k) i l) * q := (Finset.sum_mul _ _ _).symm
      _ ≤ q ^ k * q := mul_le_mul_of_nonneg_right ih hq0
      _ = q ^ (k + 1) := (pow_succ q k).symm
```

## (d) The Neumann series with its remainder

For invertible \(1-A\), with no condition on signs, show that
\[
\sum_{k=0}^{N-1}A^k+A^N(1-A)^{-1}=(1-A)^{-1}.
\]

**Solution.** The product \(\bigl(\sum_{k<N}A^k\bigr)(1-A)\) telescopes to \(1-A^N\). Multiplying by \((1-A)^{-1}\) from the right gives \(\sum_{k<N}A^k=(1-A)^{-1}-A^N(1-A)^{-1}\). The telescoping identity is `geom_sum_mul_neg`.

```lean
/-- When `1 - A` is invertible, its inverse is the Neumann sum of the first `N` powers of
`A` plus the remainder `A ^ N * (1 - A)⁻¹`. -/
theorem neumann_remainder (hU : IsUnit (1 - A)) (N : ℕ) :
    ∑ k ∈ Finset.range N, A ^ k + A ^ N * (1 - A)⁻¹ = (1 - A)⁻¹ := by
  have h : (1 - A) * (1 - A)⁻¹ = 1 :=
    Matrix.mul_nonsing_inv _ ((Matrix.isUnit_iff_isUnit_det _).mp hU)
  have h1 : ∑ k ∈ Finset.range N, A ^ k = (1 - A ^ N) * (1 - A)⁻¹ := by
    rw [← geom_sum_mul_neg A N, mul_assoc, h, mul_one]
  rw [h1, sub_mul, one_mul, sub_add_cancel]
```

## (e) The inverse as a sum over chains of hops

Show that
\[
\bigl[(1-A)^{-1}\bigr]_{ij}=\sum_{k=0}^{\infty}(A^k)_{ij}.
\]

**Solution.** A single entry is at most its row sum, so \(0\le (A^N)_{il}\le q^N\to0\). The remainder in (d) has the entry \(\sum_l (A^N)_{il}[(1-A)^{-1}]_{lj}\), a finite sum whose terms all tend to zero. The partial sums therefore converge to the entry of the inverse.

`HasSum` states that the series converges to the given value. In the proof, `hpow` is the decay of the entries and `hrem` that of the remainder.

```lean
/-- For nonnegative hopping with row sums at most `q < 1`, each entry of `(1 - A)⁻¹` is the
sum over all `k` of the corresponding entries of `A ^ k`. -/
theorem inverse_entry_hasSum (hA : ∀ i j, 0 ≤ A i j) (hrow : ∀ i, ∑ j, A i j ≤ q)
    (hq : q < 1) (i j : n) : HasSum (fun k : ℕ => (A ^ k) i j) ((1 - A)⁻¹ i j) := by
  have hq0 : 0 ≤ q := (Finset.sum_nonneg fun j _ => hA i j).trans (hrow i)
  -- entries of high powers die out
  have hpow : ∀ l, Tendsto (fun N : ℕ => (A ^ N) i l) atTop (𝓝 0) := fun l =>
    squeeze_zero (fun N => pow_entry_nonneg hA N i l)
      (fun N => (Finset.single_le_sum (f := fun l => (A ^ N) i l)
        (fun m _ => pow_entry_nonneg hA N i m) (Finset.mem_univ l)).trans
        (pow_row_sum_le hA hrow N i))
      (tendsto_pow_atTop_nhds_zero_of_lt_one hq0 hq)
  -- hence so does the remainder of the Neumann sum
  have hrem : Tendsto (fun N : ℕ => (A ^ N * (1 - A)⁻¹) i j) atTop (𝓝 0) := by
    have h : Tendsto (fun N : ℕ => ∑ l, (A ^ N) i l * (1 - A)⁻¹ l j) atTop
        (𝓝 (∑ l, 0 * (1 - A)⁻¹ l j)) :=
      tendsto_finsetSum _ fun l _ => (hpow l).mul_const _
    simpa only [Matrix.mul_apply, zero_mul, Finset.sum_const_zero] using h
  rw [hasSum_iff_tendsto_nat_of_nonneg (fun k => pow_entry_nonneg hA k i j)]
  have hlim := hrem.const_sub ((1 - A)⁻¹ i j)
  rw [sub_zero] at hlim
  refine hlim.congr fun N => ?_
  have h := congrFun (congrFun (neumann_remainder (isUnit_one_sub hA hrow hq) N) i) j
  rw [Matrix.add_apply, Matrix.sum_apply] at h
  linarith
```

## (f) Which entries are positive

Show that
\[
\bigl[(1-A)^{-1}\bigr]_{ij}>0\iff (A^k)_{ij}>0\ \text{for some } k\ge0 .
\]

**Solution.** By (b) and (e) the entry is a sum of nonnegative terms. If one term is positive, the sum is at least that term. If none is, all terms are zero and so is the sum. The second case is `hz` in the code; the first uses `le_hasSum`.

```lean
/-- For nonnegative hopping with row sums at most `q < 1`, entry `(i, j)` of `(1 - A)⁻¹` is
strictly positive exactly when `i` and `j` are linked. -/
theorem inverse_entry_pos_iff (hA : ∀ i j, 0 ≤ A i j) (hrow : ∀ i, ∑ j, A i j ≤ q)
    (hq : q < 1) (i j : n) : 0 < (1 - A)⁻¹ i j ↔ Linked A i j := by
  have hs := inverse_entry_hasSum hA hrow hq i j
  constructor
  · intro hpos
    by_contra hno
    -- without a link every term of the series vanishes
    have hz : (fun k : ℕ => (A ^ k) i j) = fun _ => 0 := by
      funext k
      exact le_antisymm (not_lt.mp fun hk => hno ⟨k, hk⟩) (pow_entry_nonneg hA k i j)
    rw [hz] at hs
    exact hpos.ne' (hs.unique hasSum_zero)
  · rintro ⟨k, hk⟩
    exact hk.trans_le (le_hasSum hs k fun m _ => pow_entry_nonneg hA m i j)
```

## (g) The full inverse

Let every pair of sites be linked. Show that \(1-A\) is invertible and
\[
\bigl[(1-A)^{-1}\bigr]_{ij}>0\quad\text{for all } i,j .
\]

**Solution.** Part (a) gives invertibility, and part (f) applies to each pair. The theorem gives no lower bound better than zero, and the entries can be very small: for two sites with \(A_{12}=A_{21}=t\) and zero diagonal, the off-diagonal entries of the inverse are \(t/(1-t^2)\), which tends to zero with \(t\).

```lean
/-- If the hopping is nonnegative with row sums at most `q < 1` and links every pair of
sites, then `1 - A` is invertible and every entry of its inverse is strictly positive. -/
theorem inverse_full (hA : ∀ i j, 0 ≤ A i j) (hrow : ∀ i, ∑ j, A i j ≤ q)
    (hq : q < 1) (hlink : ∀ i j, Linked A i j) :
    IsUnit (1 - A) ∧ ∀ i j, 0 < (1 - A)⁻¹ i j :=
  ⟨isUnit_one_sub hA hrow hq, fun i j =>
    (inverse_entry_pos_iff hA hrow hq i j).mpr (hlink i j)⟩
```

## (h) A periodic ring

Let \(N\ge1\) now be the number of sites on a ring, labelled by integers modulo \(N\) (`ZMod N`). Each site has amplitude \(t\) to the next site and \(t\) to the previous one. For \(N\le2\) these two sites coincide and the amplitudes add.

```lean
/-- Hopping on a periodic ring of `N ≥ 1` sites: amplitude `t` from each site to the next one and to
the previous one, the two contributions being added where these sites coincide. -/
def ringHopping (N : ℕ) (t : ℝ) : Matrix (ZMod N) (ZMod N) ℝ :=
  Matrix.of fun i j => (if j = i + 1 then t else 0) + (if j = i - 1 then t else 0)
```

For \(0<t\) and \(2t<1\), show that \(1-A\) is invertible and that
\[
(1-A)_{ij}=0\ \text{ if } j\notin\{i,i\pm1\},\qquad \bigl[(1-A)^{-1}\bigr]_{ij}>0\ \text{ for all } i,j .
\]

**Solution.** Beyond nearest neighbours both \(1\) and \(A\) have zero entries; such pairs exist from \(N=4\) on. The entries of \(A\) are nonnegative and each row sums to \(2t\), so take \(q=2t\). For the links, start from \((A^0)_{ii}=1\) and hop forward:
\[
(A^{k+1})_{i,i+k+1}\ge (A^k)_{i,i+k}\,A_{i+k,i+k+1}>0 .
\]
Taking \(k\) as the representative of \(j-i\) between 0 and \(N-1\) links \(i\) to \(j\), and (g) applies. The induction is `hwalk`, and `(j - i).val` is this \(k\).

```lean
/-- On a finite periodic ring with `0 < t` and `2 * t < 1`, the matrix `1 - A` is invertible
and vanishes beyond nearest neighbours, while every entry of its inverse is strictly
positive; here `A` is the ring hopping matrix. -/
theorem ring_inverse_full (N : ℕ) [NeZero N] {t : ℝ} (ht : 0 < t) (ht2 : 2 * t < 1) :
    (∀ i j, j ≠ i → j ≠ i + 1 → j ≠ i - 1 → (1 - ringHopping N t) i j = 0) ∧
      IsUnit (1 - ringHopping N t) ∧ ∀ i j, 0 < (1 - ringHopping N t)⁻¹ i j := by
  have hA : ∀ i j, 0 ≤ ringHopping N t i j := by
    intro i j
    rw [ringHopping, Matrix.of_apply]
    split_ifs <;> linarith
  have hrow : ∀ i, ∑ j, ringHopping N t i j ≤ 2 * t := by
    intro i
    have h : ∑ j, ringHopping N t i j = t + t := by
      simp [ringHopping, Finset.sum_add_distrib]
    linarith
  have hstep : ∀ i, 0 < ringHopping N t i (i + 1) := by
    intro i
    rw [ringHopping, Matrix.of_apply, if_pos rfl]
    split_ifs <;> linarith
  -- `k` forward hops lead from `i` to `i + k`
  have hwalk : ∀ (i : ZMod N) (k : ℕ), 0 < (ringHopping N t ^ k) i (i + (k : ZMod N)) := by
    intro i k
    induction k with
    | zero => simp
    | succ k ih =>
      have e : i + ((k + 1 : ℕ) : ZMod N) = i + (k : ZMod N) + 1 := by
        push_cast
        ring
      rw [e, pow_succ, Matrix.mul_apply]
      exact lt_of_lt_of_le (mul_pos ih (hstep _))
        (Finset.single_le_sum
          (f := fun l => (ringHopping N t ^ k) i l * ringHopping N t l (i + (k : ZMod N) + 1))
          (fun l _ => mul_nonneg (pow_entry_nonneg hA k i l) (hA l _))
          (Finset.mem_univ (i + (k : ZMod N))))
  refine ⟨?_, inverse_full hA hrow ht2 fun i j => ⟨(j - i).val, ?_⟩⟩
  · intro i j h0 h1 h2
    simp [ringHopping, h0.symm, h1, h2]
  · have h := hwalk i (j - i).val
    rwa [ZMod.natCast_zmod_val, add_sub_cancel] at h

end SparseMatrixFullInverse
```

```lean
#print axioms SparseMatrixFullInverse.inverse_full
#print axioms SparseMatrixFullInverse.ring_inverse_full
```

```
'SparseMatrixFullInverse.inverse_full' depends on axioms: [propext, Classical.choice, Quot.sound]
'SparseMatrixFullInverse.ring_inverse_full' depends on axioms: [propext, Classical.choice, Quot.sound]
```

## Four sites, and two sites with row sums equal to one

Take \(N=4\) and \(t=\tfrac14\). By symmetry the inverse has three distinct entries: \(x_0\) on the diagonal, \(x_1\) between neighbours and \(x_2\) between opposite sites. They satisfy
\[
x_0-\tfrac12x_1=1,\qquad x_1-\tfrac14(x_0+x_2)=0,\qquad x_2-\tfrac12x_1=0,
\]
so \(x_0=\tfrac76\), \(x_1=\tfrac13\) and \(x_2=\tfrac16\). Opposite sites have entry 0 in \(1-A\) but \(\tfrac16\) in its inverse.

The condition \(q<1\) can't be relaxed to \(q\le1\). For
\[
A=\begin{pmatrix}0&1\\1&0\end{pmatrix}
\]
the entries are nonnegative, all pairs are linked and the row sums equal 1, yet \((1-A)(1,1)^T=0\), so there is no inverse. In the Green's function this is the case where \(E\) coincides with an eigenvalue of \(H\).
